# Electrostatic force balance of a jellium slab with arbitrary fields at its ends

A uniform positive background of density $N$ fills $(-L,0)$, with vacuum on $(0,M)$, and the electrons have a given continuous density $n$ and electrostatic potential energy $v$ with continuous slope $g=v'$. Poisson's equation holds in each part, $g'=4\pi(N-n)$ in the background and $g'=-4\pi n$ in the vacuum; neither charge neutrality nor an equation determining $n$ is assumed. The declaration `slab_force_balance` states that $\int_{-L}^{M} n\,g\,dx = N\,(v(0)-v(-L)) - (g(M)^2-g(-L)^2)/(8\pi)$, where the left side is minus the electrostatic force on the electrons per unit area. The proof splits the integral at the background edge $x=0$ and applies `region_force` to each part, so that the field stress at the edge cancels in the sum.

In Lean, a first try:

```lean
import Mathlib

open Real Set

namespace JelliumSurfaceForce

noncomputable section

/-- Electrostatics on `[a, b]` with constant background density `B`: `n` is the electron density,
`v` the potential energy of an electron, `g` its slope, and Poisson's equation holds inside. -/
structure IsRegion (B a b : ℝ) (n v g : ℝ → ℝ) : Prop where
  le : a ≤ b
  n_cont : ContinuousOn n (Icc a b)
  v_cont : ContinuousOn v (Icc a b)
  g_cont : ContinuousOn g (Icc a b)
  slope : ∀ x ∈ Ioo a b, HasDerivAt v (g x) x
  poisson : ∀ x ∈ Ioo a b, HasDerivAt g (4 * π * (B - n x)) x

/-- A jellium slab: background density `N` on `(-L, 0)`, vacuum on `(0, M)`, electron density `n`,
and a continuously differentiable electron potential energy `v` with slope `g`. -/
structure IsJelliumSlab (L M N : ℝ) (n v g : ℝ → ℝ) : Prop where
  L_pos : 0 < L
  M_pos : 0 < M
  N_pos : 0 < N
  n_cont : ContinuousOn n (Icc (-L) M)
  v_cont : ContinuousOn v (Icc (-L) M)
  g_cont : ContinuousOn g (Icc (-L) M)
  slope : ∀ x ∈ Ioo (-L) M, HasDerivAt v (g x) x
  poisson_inside : ∀ x ∈ Ioo (-L) 0, HasDerivAt g (4 * π * (N - n x)) x
  poisson_vacuum : ∀ x ∈ Ioo 0 M, HasDerivAt g (-(4 * π * n x)) x

variable {L M N B a b : ℝ} {n v g : ℝ → ℝ}

/-- In a region of constant background, the integral of `n v'` is the background density times
the potential step, minus the change of the field stress `v'² / 8π`. -/
theorem region_force (r : IsRegion B a b n v g) :
    ∫ x in a..b, n x * g x = B * (v b - v a) - (g b ^ 2 - g a ^ 2) / (8 * π) := by
  -- the force density is a total derivative
  have hd : ∀ x ∈ Ioo a b,
      HasDerivAt (fun y => B * v y - g y * g y / (8 * π)) (n x * g x) x := by
    intro x hx
    have hg := r.poisson x hx
    refine (((r.slope x hx).const_mul B).fun_sub
      ((hg.fun_mul hg).div_const (8 * π))).congr_deriv ?_
    have h : (4 * π * (B - n x) * g x + g x * (4 * π * (B - n x))) / (8 * π)
        = (B - n x) * g x := by
      rw [div_eq_iff (by positivity)]
      ring
    rw [h]
    ring
  have hc : ContinuousOn (fun y => B * v y - g y * g y / (8 * π)) (Icc a b) :=
    (continuousOn_const.mul r.v_cont).sub ((r.g_cont.mul r.g_cont).div_const _)
  have key := intervalIntegral.integral_eq_sub_of_hasDerivAt_of_le r.le hc hd
    ((r.n_cont.mul r.g_cont).intervalIntegrable_of_Icc r.le)
  rw [key]
  ring

/-- A jellium slab consists of a region with background density `N` and a region with none. -/
theorem slab_regions (s : IsJelliumSlab L M N n v g) :
    IsRegion N (-L) 0 n v g ∧ IsRegion 0 0 M n v g := by
  have hL := s.L_pos
  have hM := s.M_pos
  have h1 : Icc (-L) 0 ⊆ Icc (-L) M := Icc_subset_Icc le_rfl hM.le
  have h2 : Icc 0 M ⊆ Icc (-L) M := Icc_subset_Icc (by linarith) le_rfl
  exact ⟨⟨by linarith, s.n_cont.mono h1, s.v_cont.mono h1, s.g_cont.mono h1,
      fun x hx => s.slope x ⟨hx.1, by linarith [hx.2]⟩, s.poisson_inside⟩,
    ⟨hM.le, s.n_cont.mono h2, s.v_cont.mono h2, s.g_cont.mono h2,
      fun x hx => s.slope x ⟨by linarith [hx.1], hx.2⟩,
      fun x hx => (s.poisson_vacuum x hx).congr_deriv (by ring)⟩⟩

/-- Force balance of the slab for arbitrary fields at its two ends. -/
theorem slab_force_balance (s : IsJelliumSlab L M N n v g) :
    ∫ x in (-L)..M, n x * g x
      = N * (v 0 - v (-L)) - (g M ^ 2 - g (-L) ^ 2) / (8 * π) := by
  obtain ⟨r1, r2⟩ := slab_regions s
  -- the stress at the background edge cancels between the two regions
  rw [← intervalIntegral.integral_add_adjacent_intervals
    ((r1.n_cont.mul r1.g_cont).intervalIntegrable_of_Icc r1.le)
    ((r2.n_cont.mul r2.g_cont).intervalIntegrable_of_Icc r2.le),
    region_force r1, region_force r2]
  ring

end

end JelliumSurfaceForce
```

Compiling this gives:

```
Main.lean:77:6: error: Tactic `rewrite` failed: Did not find an occurrence of the pattern
  ∫ (x : ℝ) in -L..M, (n * g) x ∂?m.150
in the target expression
  ∫ (x : ℝ) in -L..M, n x * g x = N * (v 0 - v (-L)) - (g M ^ 2 - g (-L) ^ 2) / (8 * π)

L M N : ℝ
n v g : ℝ → ℝ
s : IsJelliumSlab L M N n v g
r1 : IsRegion N (-L) 0 n v g
r2 : IsRegion 0 0 M n v g
⊢ ∫ (x : ℝ) in -L..M, n x * g x = N * (v 0 - v (-L)) - (g M ^ 2 - g (-L) ^ 2) / (8 * π)
```

The repair, with which the file compiles:

```diff
@@ -74,8 +74,10 @@
       = N * (v 0 - v (-L)) - (g M ^ 2 - g (-L) ^ 2) / (8 * π) := by
   obtain ⟨r1, r2⟩ := slab_regions s
+  have i1 : IntervalIntegrable (fun x => n x * g x) MeasureTheory.volume (-L) 0 :=
+    (r1.n_cont.mul r1.g_cont).intervalIntegrable_of_Icc r1.le
+  have i2 : IntervalIntegrable (fun x => n x * g x) MeasureTheory.volume 0 M :=
+    (r2.n_cont.mul r2.g_cont).intervalIntegrable_of_Icc r2.le
   -- the stress at the background edge cancels between the two regions
-  rw [← intervalIntegral.integral_add_adjacent_intervals
-    ((r1.n_cont.mul r1.g_cont).intervalIntegrable_of_Icc r1.le)
-    ((r2.n_cont.mul r2.g_cont).intervalIntegrable_of_Icc r2.le),
+  rw [← intervalIntegral.integral_add_adjacent_intervals i1 i2,
     region_force r1, region_force r2]
   ring
```

The one error comes from the step that splits the integral. Read from right to left, `intervalIntegral.integral_add_adjacent_intervals` looks for an integral over the whole slab, and its integrand is taken from the integrability proofs supplied. Those are built with `r1.n_cont.mul r1.g_cont` and its counterpart for `r2`, which speak of the product function `n * g`, so the pattern contains `(n * g) x`. The goal has `n x * g x`. The two are equal by definition, but `rw` does not unfold the product of functions when it searches for its pattern, and finds no match.

The repair states the integrability facts first, as `i1` and `i2`, with the integrand written `fun x => n x * g x`. Lean accepts the same proofs for them, because checking a term against a stated type does allow that unfolding. The pattern now has the goal's form, and so do the two integrals it produces, which `region_force` then rewrites. The statements also name the measure, which the message shows as still undetermined (`?m.150`); the mismatch that needed curing was in the integrand.
